# Two photons can kinematically create a pair of particles of mass m > 0 exactly when w1 w2 (1 − cos θ) ≥ 2m²

In units with c = 1, let two photons have energies w1, w2 > 0 and directions at angle θ. Two real four-momenta of positive energy and mass m > 0 that add up to the photons' total four-momentum exist if and only if

w1 w2 (1 − cos θ) ≥ 2m².

This is the kinematic threshold of the Breit-Wheeler process, in which two photons become an electron and a positron. In quantum electrodynamics it tells where that two-particle final state is open, as a matter of energy and momentum alone: amplitudes, cross sections, spin and charge do not enter.

## Four-momenta, photons and allowed pairs

Units have c = 1. The constant m is the rest energy of each created particle, so for the Breit-Wheeler process it is the electron mass. Space is a real inner product space `V`; ordinary three-space is one instance, and no dimension is fixed.

```lean
import Mathlib

open InnerProductGeometry

namespace BreitWheelerThreshold

noncomputable section

variable {V : Type*} [NormedAddCommGroup V] [InnerProductSpace ℝ V]
```

A four-momentum is a pair p = (E, P) of an energy and a spatial momentum, in Lean an element of `ℝ × V` with parts `p.1` and `p.2`. For q = (F, Q), and with ⟨P, Q⟩ for the spatial inner product, the Minkowski product is

p·q = E F − ⟨P, Q⟩.

The time part carries the plus sign.

```lean
/-- The Minkowski product `E E' - p · p'` of two four-momenta, each written as a pair
(energy, spatial momentum). -/
def mdot (p q : ℝ × V) : ℝ := p.1 * q.1 - inner ℝ p.2 q.2
```

A massive particle that actually emerges has E > 0 and p·p = m². `OnShell` is the conjunction of these two conditions.

```lean
/-- A four-momentum of positive energy on the mass shell of mass `m`. -/
def OnShell (m : ℝ) (p : ℝ × V) : Prop := 0 < p.1 ∧ mdot p p = m ^ 2
```

A photon of energy w in direction n has four-momentum (w, w n). The definition accepts any w and n; the theorems add the hypothesis ‖n‖ = 1, and positive energies where they are needed.

```lean
/-- The four-momentum of a photon of energy `w` travelling in the direction `n`. -/
def photon (w : ℝ) (n : V) : ℝ × V := (w, w • n)
```

`PairAllowed` says that suitable p and q exist. Both have the same mass, and their sum equals the sum of the photon momenta in energy and in every spatial component.

```lean
/-- There are two four-momenta of positive energy and mass `m` whose sum is the total four-momentum
`photon w1 n1 + photon w2 n2`. -/
def PairAllowed (m w1 : ℝ) (n1 : V) (w2 : ℝ) (n2 : V) : Prop :=
  ∃ p q : ℝ × V, OnShell m p ∧ OnShell m q ∧ p + q = photon w1 n1 + photon w2 n2
```

Below, k1 = (w1, w1 n1) and k2 = (w2, w2 n2) are the photon momenta, with n1 and n2 of unit length.

## (a) The square of a total momentum

Expand the Minkowski square of a sum. Show that

(p + q)·(p + q) = p·p + 2 p·q + q·q.

**Solution.** The product is linear in each argument, so the left side is p·p + p·q + q·p + q·q. It is also symmetric, because ⟨P, Q⟩ = ⟨Q, P⟩, and the two mixed terms combine. In Lean, `real_inner_comm` supplies the symmetry.

```lean
/-- The invariant square of a total four-momentum, expanded in its two parts. -/
theorem mdot_add_self (p q : ℝ × V) :
    mdot (p + q) (p + q) = mdot p p + 2 * mdot p q + mdot q q := by
  simp only [mdot, Prod.fst_add, Prod.snd_add, inner_add_left, inner_add_right]
  have h := real_inner_comm p.2 q.2
  linear_combination -h
```

## (b) Photon momenta are lightlike

Show that a photon momentum k = (w, w n) with ‖n‖ = 1 satisfies

k·k = 0.

**Solution.** Insert the definition: k·k = w² − w²‖n‖² = w² − w² = 0. The sign of w plays no part.

```lean
/-- A photon four-momentum is lightlike. -/
theorem photon_null (w : ℝ) {n : V} (hn : ‖n‖ = 1) :
    mdot (photon w n) (photon w n) = 0 := by
  simp only [mdot, photon, real_inner_smul_left, real_inner_smul_right]
  rw [real_inner_self_eq_norm_sq, hn]
  ring
```

## (c) The product of two photon momenta

Express the product of the photon momenta by their energies and the angle between them:

k1·k2 = w1 w2 (1 − cos θ).

**Solution.** The definition gives k1·k2 = w1 w2 − w1 w2 ⟨n1, n2⟩. For unit vectors ⟨n1, n2⟩ = cos θ, which yields the claim. Lean's `angle n1 n2` is this θ, between 0 and π, and `cos_angle_mul_norm_mul_norm` relates its cosine to the inner product.

```lean
/-- The Minkowski product of two photon momenta is `w1 w2 (1 - cos θ)`, with `θ` the angle
between their directions. -/
theorem photon_mdot (w1 w2 : ℝ) {n1 n2 : V} (h1 : ‖n1‖ = 1) (h2 : ‖n2‖ = 1) :
    mdot (photon w1 n1) (photon w2 n2) = w1 * w2 * (1 - Real.cos (angle n1 n2)) := by
  have h := cos_angle_mul_norm_mul_norm n1 n2
  rw [h1, h2] at h
  simp only [mdot, photon, real_inner_smul_left, real_inner_smul_right]
  linear_combination w1 * w2 * h
```

## (d) A lower bound for two massive momenta

Let p and q have positive energy and mass m. Show that

p·q ≥ m².

**Solution.** Write a = ‖P‖ and b = ‖Q‖. The mass conditions read E² = m² + a² and F² = m² + b², so

E²F² = (m² + a²)(m² + b²) = (m² + ab)² + m²(a − b)² ≥ (m² + ab)².

Both E F and m² + ab are non-negative, hence E F ≥ m² + ab. The Cauchy-Schwarz inequality gives ⟨P, Q⟩ ≤ ab. Therefore p·q = E F − ⟨P, Q⟩ ≥ m².

Lean proves the energy inequality, named `key`, by contradiction: if E F were smaller than m² + ab, its square would be smaller too, against the identity `e`. The term m²(a − b)² is handed to `nlinarith` as a known square.

```lean
/-- Two positive-energy momenta of mass `m` have Minkowski product at least `m²`. -/
theorem mass_sq_le_mdot {m : ℝ} {p q : ℝ × V} (hp : OnShell m p) (hq : OnShell m q) :
    m ^ 2 ≤ mdot p q := by
  obtain ⟨hp0, hp⟩ := hp
  obtain ⟨hq0, hq⟩ := hq
  simp only [mdot, real_inner_self_eq_norm_sq] at hp hq ⊢
  have hc := real_inner_le_norm p.2 q.2
  -- the energies dominate: E E' ≥ m² + |p| |p'|
  have key : m ^ 2 + ‖p.2‖ * ‖q.2‖ ≤ p.1 * q.1 := by
    by_contra h
    have h' := mul_self_lt_mul_self (mul_pos hp0 hq0).le (not_le.mp h)
    have e : (p.1 * q.1) * (p.1 * q.1)
        = (m ^ 2 + ‖p.2‖ ^ 2) * (m ^ 2 + ‖q.2‖ ^ 2) := by
      linear_combination q.1 ^ 2 * hp + (m ^ 2 + ‖p.2‖ ^ 2) * hq
    nlinarith [sq_nonneg (m * (‖p.2‖ - ‖q.2‖))]
  linarith
```

## (e) When the bound is attained

Now let m > 0 and suppose that p·q = m². Show that

p = q.

**Solution.** The assumption gives E F = m² + ⟨P, Q⟩ ≤ m² + ab. Squaring this and comparing with the expansion in (d) leaves m²(a − b)² ≤ 0, so a = b because m > 0. The mass conditions then give E² = F², that is (E − F)(E + F) = 0, and E + F > 0 forces E = F. Finally,

‖P − Q‖² = a² + b² − 2⟨P, Q⟩ = (E² − m²) + (F² − m²) − 2(E F − m²) = (E − F)² = 0,

so P = Q as well. The Lean proof takes the same route: `hab` is a = b, `hE` is E = F, and `hn` is the last line.

```lean
/-- Two positive-energy momenta of mass `m > 0` whose Minkowski product is `m²` are equal. -/
theorem eq_of_mdot_eq {m : ℝ} (hm : 0 < m) {p q : ℝ × V} (hp : OnShell m p)
    (hq : OnShell m q) (h : mdot p q = m ^ 2) : p = q := by
  obtain ⟨hp0, hp⟩ := hp
  obtain ⟨hq0, hq⟩ := hq
  simp only [mdot, real_inner_self_eq_norm_sq] at hp hq h
  have hc := real_inner_le_norm p.2 q.2
  have hle : p.1 * q.1 ≤ m ^ 2 + ‖p.2‖ * ‖q.2‖ := by linarith
  have h' := mul_self_le_mul_self (mul_pos hp0 hq0).le hle
  have e : (p.1 * q.1) * (p.1 * q.1)
      = (m ^ 2 + ‖p.2‖ ^ 2) * (m ^ 2 + ‖q.2‖ ^ 2) := by
    linear_combination q.1 ^ 2 * hp + (m ^ 2 + ‖p.2‖ ^ 2) * hq
  -- the spatial momenta have equal length
  have hz : (m * (‖p.2‖ - ‖q.2‖)) ^ 2 ≤ 0 := by nlinarith
  have hz' : m * (‖p.2‖ - ‖q.2‖) = 0 :=
    (pow_eq_zero_iff two_ne_zero).mp (le_antisymm hz (sq_nonneg _))
  have hab : ‖p.2‖ - ‖q.2‖ = 0 := (mul_eq_zero.mp hz').resolve_left hm.ne'
  -- hence the energies agree, and then the momenta themselves
  have hprod : (p.1 - q.1) * (p.1 + q.1) = 0 := by
    linear_combination hp - hq + (‖p.2‖ + ‖q.2‖) * hab
  have hE : p.1 - q.1 = 0 := (mul_eq_zero.mp hprod).resolve_right (add_pos hp0 hq0).ne'
  have hn : ‖p.2 - q.2‖ ^ 2 = 0 := by
    rw [norm_sub_sq_real]
    linear_combination -hp - hq + 2 * h + (p.1 - q.1) * hE
  exact Prod.ext (sub_eq_zero.mp hE)
    (sub_eq_zero.mp (norm_eq_zero.mp ((pow_eq_zero_iff two_ne_zero).mp hn)))
```

## (f) What conservation fixes

Let p and q be momenta of positive energy and mass m with p + q = k1 + k2. Show that

m² + p·q = w1 w2 (1 − cos θ).

**Solution.** Square both sides of the conservation law using (a). The left side becomes 2m² + 2 p·q. On the right the photon squares vanish by (b), and (c) gives 2 w1 w2 (1 − cos θ). Divide by two. The chain of rewrites in Lean applies these results in that order.

```lean
/-- Conservation of four-momentum in pair creation fixes the product of the two massive
momenta: `m² + p · q = w1 w2 (1 - cos θ)`. -/
theorem pair_invariant {m w1 w2 : ℝ} {n1 n2 : V} (h1 : ‖n1‖ = 1) (h2 : ‖n2‖ = 1)
    {p q : ℝ × V} (hp : OnShell m p) (hq : OnShell m q)
    (hsum : p + q = photon w1 n1 + photon w2 n2) :
    m ^ 2 + mdot p q = w1 * w2 * (1 - Real.cos (angle n1 n2)) := by
  have h := mdot_add_self p q
  rw [hsum, mdot_add_self, photon_null w1 h1, photon_null w2 h2, photon_mdot w1 w2 h1 h2,
    hp.2, hq.2] at h
  linarith
```

## (g) The threshold

For m, w1, w2 > 0, show that a pair is allowed if and only if

2m² ≤ w1 w2 (1 − cos θ).

**Solution.** Write K = w1 w2 (1 − cos θ). If a pair p, q exists, (f) and (d) give K = m² + p·q ≥ 2m².

Conversely, let K ≥ 2m². Then K > 0, and r = √(1 − 2m²/K) satisfies 0 ≤ r < 1 and (1 − r²)K = 2m². Share out the photon momenta as

p = (1 + r)/2 k1 + (1 − r)/2 k2,

q = (1 − r)/2 k1 + (1 + r)/2 k2.

Their sum is k1 + k2. All weights are positive, so both energies are positive. Since k1 and k2 are lightlike, only the mixed term survives in the square:

p·p = 2 · (1 + r)/2 · (1 − r)/2 · K = (1 − r²)K/2 = m²,

and q·q has the same value. No spatial direction beyond n1 and n2 is used, which is why the dimension of `V` does not matter.

In Lean each weighted term is again a `photon`, with rescaled energy, so (b) and (c) apply to it directly. The `obtain` step produces r, and the five closing goals are the energy and mass of p, the energy and mass of q, and the sum.

```lean
/-- **Breit-Wheeler threshold.** For two photons of positive energies `w1`, `w2` with directions at
angle `θ`, energy and momentum conservation allow a pair of particles, each of mass `m > 0`, if and
only if `w1 w2 (1 - cos θ) ≥ 2 m²`. -/
theorem breit_wheeler_threshold {m w1 w2 : ℝ} (hm : 0 < m) (hw1 : 0 < w1) (hw2 : 0 < w2)
    {n1 n2 : V} (h1 : ‖n1‖ = 1) (h2 : ‖n2‖ = 1) :
    PairAllowed m w1 n1 w2 n2 ↔ 2 * m ^ 2 ≤ w1 * w2 * (1 - Real.cos (angle n1 n2)) := by
  constructor
  · rintro ⟨p, q, hp, hq, hsum⟩
    have := pair_invariant h1 h2 hp hq hsum
    have := mass_sq_le_mdot hp hq
    linarith
  · intro h
    have hm2 : 0 < m ^ 2 := pow_pos hm 2
    -- the asymmetry r with which the photon momenta are shared out
    obtain ⟨r, hr0, hr1, hr⟩ : ∃ r : ℝ, 0 ≤ r ∧ r < 1 ∧
        (1 - r ^ 2) * (w1 * w2 * (1 - Real.cos (angle n1 n2))) = 2 * m ^ 2 := by
      generalize w1 * w2 * (1 - Real.cos (angle n1 n2)) = K at h
      have hK : 0 < K := by linarith
      have hle : 2 * m ^ 2 / K ≤ 1 := (div_le_one hK).mpr h
      have hpos : 0 < 2 * m ^ 2 / K := div_pos (by linarith) hK
      have hs : Real.sqrt (1 - 2 * m ^ 2 / K) ^ 2 = 1 - 2 * m ^ 2 / K :=
        Real.sq_sqrt (by linarith)
      have hs0 := Real.sqrt_nonneg (1 - 2 * m ^ 2 / K)
      refine ⟨Real.sqrt (1 - 2 * m ^ 2 / K), hs0, by nlinarith, ?_⟩
      rw [hs, sub_sub_cancel]
      exact div_mul_cancel₀ _ hK.ne'
    refine ⟨photon ((1 + r) / 2 * w1) n1 + photon ((1 - r) / 2 * w2) n2,
      photon ((1 - r) / 2 * w1) n1 + photon ((1 + r) / 2 * w2) n2, ⟨?_, ?_⟩, ⟨?_, ?_⟩, ?_⟩
    · exact add_pos (mul_pos (by linarith) hw1) (mul_pos (by linarith) hw2)
    · rw [mdot_add_self, photon_null _ h1, photon_null _ h2, photon_mdot _ _ h1 h2]
      linear_combination hr / 2
    · exact add_pos (mul_pos (by linarith) hw1) (mul_pos (by linarith) hw2)
    · rw [mdot_add_self, photon_null _ h1, photon_null _ h2, photon_mdot _ _ h1 h2]
      linear_combination hr / 2
    · refine Prod.ext ?_ ?_
      · simp only [photon, Prod.fst_add]
        ring
      · simp only [photon, Prod.snd_add]
        module
```

The photons could also have been modelled as arbitrary lightlike four-momenta k1, k2 of positive energy, without directions. The condition would then read k1·k2 ≥ 2m², which is manifestly Lorentz invariant, and the angle would enter only afterwards, through (c).

## (h) Equal momenta

Let p and q be an allowed pair as in (f), with m > 0. Show that p = q holds exactly when

w1 w2 (1 − cos θ) = 2m².

**Solution.** If p = q, then p·q = m², and (f) gives the equation. If the equation holds, (f) gives p·q = m², and (e) gives p = q. At threshold the two particles therefore leave with the same velocity, at rest relative to each other.

```lean
/-- The two created particles have equal four-momenta exactly when
`w1 w2 (1 - cos θ) = 2 m²`. -/
theorem equal_momenta_iff_at_threshold {m w1 w2 : ℝ} (hm : 0 < m) {n1 n2 : V}
    (h1 : ‖n1‖ = 1) (h2 : ‖n2‖ = 1) {p q : ℝ × V} (hp : OnShell m p) (hq : OnShell m q)
    (hsum : p + q = photon w1 n1 + photon w2 n2) :
    p = q ↔ w1 * w2 * (1 - Real.cos (angle n1 n2)) = 2 * m ^ 2 := by
  have h := pair_invariant h1 h2 hp hq hsum
  constructor
  · intro hpq
    rw [← hpq, hp.2] at h
    linarith
  · intro ht
    exact eq_of_mdot_eq hm hp hq (by linarith)
```

## (i) Head-on photons

Let the photons travel in opposite directions, n and −n. Show that a pair is allowed if and only if

m² ≤ w1 w2.

**Solution.** Here θ = π and cos θ = −1, so the condition in (g) becomes 2m² ≤ 2 w1 w2. A photon of low energy can thus take part if its partner is energetic enough. Lean needs n ≠ 0 to evaluate the angle, and obtains it from ‖n‖ = 1.

```lean
/-- For photons colliding head-on, energy and momentum conservation allow a pair of particles, each
of mass `m > 0`, if and only if the product of the photon energies is at least `m²`. -/
theorem head_on_threshold {m w1 w2 : ℝ} (hm : 0 < m) (hw1 : 0 < w1) (hw2 : 0 < w2)
    {n : V} (hn : ‖n‖ = 1) : PairAllowed m w1 n w2 (-n) ↔ m ^ 2 ≤ w1 * w2 := by
  have hn0 : n ≠ 0 := norm_ne_zero_iff.mp (by rw [hn]; exact one_ne_zero)
  rw [breit_wheeler_threshold hm hw1 hw2 hn (by rw [norm_neg, hn]),
    angle_self_neg_of_nonzero hn0, Real.cos_pi]
  constructor <;> intro h <;> linarith
```

## (j) Parallel photons

Let both photons travel in the same direction n. Show that no energies w1, w2 > 0 allow a pair of particles, each of mass m > 0, because the condition would require

2m² ≤ 0.

**Solution.** Here θ = 0 and cos θ = 1, so the right side of the condition in (g) vanishes, while 2m² is positive. Lean inserts the angle in the same way and closes the contradiction with `linarith`.

```lean
/-- For photons travelling in the same direction, energy and momentum conservation forbid a pair of
particles, each of mass `m > 0`, whatever the positive photon energies. -/
theorem parallel_photons_no_pair {m w1 w2 : ℝ} (hm : 0 < m) (hw1 : 0 < w1) (hw2 : 0 < w2)
    {n : V} (hn : ‖n‖ = 1) : ¬ PairAllowed m w1 n w2 n := by
  have hn0 : n ≠ 0 := norm_ne_zero_iff.mp (by rw [hn]; exact one_ne_zero)
  rw [breit_wheeler_threshold hm hw1 hw2 hn hn, angle_self hn0, Real.cos_zero]
  intro h
  have := pow_pos hm 2
  linarith

end

end BreitWheelerThreshold
```

```lean
#print axioms BreitWheelerThreshold.equal_momenta_iff_at_threshold
#print axioms BreitWheelerThreshold.head_on_threshold
#print axioms BreitWheelerThreshold.parallel_photons_no_pair
```

```
'BreitWheelerThreshold.equal_momenta_iff_at_threshold' depends on axioms: [propext, Classical.choice, Quot.sound]
'BreitWheelerThreshold.head_on_threshold' depends on axioms: [propext, Classical.choice, Quot.sound]
'BreitWheelerThreshold.parallel_photons_no_pair' depends on axioms: [propext, Classical.choice, Quot.sound]
```
